# The Gaussian scattering factor exceeds that of an equal-variance split site by at most $(qd)^4/12$

Let $u$ be an atom's displacement along the scattering vector, $q$ the length of that vector, and $\mu$ the probability distribution of $u$. The scattering factor of the site is the average
$$F_\mu(q)=\int e^{iqu}\,d\mu(u).$$
The atom is a point scatterer, so its form factor does not depend on $q$; it is set to one. The split site puts weight $1/2$ on each of $d$ and $-d$; the thermal site is a Gaussian of mean zero and variance $d^2$. Write $x=qd$, and let $\Delta$ be the Gaussian factor minus the split-site factor.

## The fourth-order difference, derived by hand

The split site has mean $(d-d)/2=0$, variance $(d^2+d^2)/2=d^2$ and factor $(e^{iqd}+e^{-iqd})/2=\cos x$.

For the Gaussian with $d\neq0$, the density $\rho$ satisfies $u\rho=-d^2\rho'$. Integration by parts gives
$$F'(q)=i\int u\rho\,e^{iqu}\,du=-id^2\int\rho' e^{iqu}\,du=-qd^2F(q).$$
Since $F(0)=1$, $F(q)=e^{-x^2/2}$. For $d=0$ both sites are a point mass at the origin, with factor one. Hence $\Delta=e^{-x^2/2}-\cos x$.

Start from $e^{-t}\ge1-t$ and integrate from $0$ to $y\ge0$ three times:
$$e^{-y}\le1-y+\tfrac{y^2}{2},\qquad e^{-y}\ge1-y+\tfrac{y^2}{2}-\tfrac{y^3}{6},$$
$$e^{-y}\le1-y+\tfrac{y^2}{2}-\tfrac{y^3}{6}+\tfrac{y^4}{24}.$$
Likewise, $\cos t\ge1-t^2/2$ gives in turn, for $t\ge0$,
$$\sin t\ge t-\tfrac{t^3}{6},\qquad \cos t\le1-\tfrac{t^2}{2}+\tfrac{t^4}{24},$$
$$\sin t\le t-\tfrac{t^3}{6}+\tfrac{t^5}{120},\qquad \cos t\ge1-\tfrac{t^2}{2}+\tfrac{t^4}{24}-\tfrac{t^6}{720}.$$
The cosine bounds are even, so they hold for all real $t$. Setting $y=x^2/2$ and subtracting,
$$\frac{x^4}{12}-\frac{x^6}{48}\le\Delta\le\frac{x^4}{12}-\frac{7x^6}{360}+\frac{x^8}{384}.$$
If $x^2\le7$, the last two terms on the right sum to at most zero. If $x^2\ge7$, then $\Delta\le2<49/12\le x^4/12$. So $\Delta\le x^4/12$ for every $x$.

For $|x|\le2$ the lower bound equals $x^4(4-x^2)/48\ge0$. For $2\le|x|\le3\pi/2$ the cosine is nonpositive, so $\Delta>0$. Dividing the bounds by $x^4$ squeezes $\Delta/x^4$ to $1/12$ as $x\to0$, so no smaller constant would do. At $x=2\pi n$ with $n\ne0$ the two split positions scatter in phase with each other and with a point at the origin, and $\Delta=e^{-x^2/2}-1<0$.

When a simulated atom hopping between two equally occupied positions is replaced by a harmonic one with the same mean position and variance, the scattering factor in this one-dimensional, single-atom model therefore changes by an amount whose leading term at small $q$ is of fourth order.

The same argument treats an atom spread uniformly over $[-a,a]$, with factor $\sin(qa)/(qa)$ and variance $a^2/3$. For small nonzero $qa$, the factor of the mean-zero Gaussian of equal variance exceeds it by an amount that, divided by $(qa)^4$, tends to $1/72-1/120=1/180$ as $qa\to0$.

## Sites as measures

```lean
import Mathlib

open MeasureTheory ProbabilityTheory Filter Topology
open scoped ENNReal NNReal

namespace SplitSiteVersusThermal

noncomputable section
```

`siteFactor` is the average above, complex-valued and with the sign convention $e^{+iqu}$.

```lean
/-- The scattering factor at wavevector `q` of a point atom whose displacement `u` has the
distribution `μ`: the average of `exp (i q u)`. -/
def siteFactor (μ : Measure ℝ) (q : ℝ) : ℂ := ∫ u : ℝ, Complex.exp (q * u * Complex.I) ∂μ
```

The split site is a sum of two half-weighted point masses.

```lean
/-- An atom equally split between the positions `d` and `-d`. -/
def splitSite (d : ℝ) : Measure ℝ :=
  (2⁻¹ : ℝ≥0∞) • Measure.dirac d + (2⁻¹ : ℝ≥0∞) • Measure.dirac (-d)
```

`gaussianReal` takes the mean and the variance, the latter bundled with a proof that it is nonnegative. Any real `d` is allowed.

```lean
/-- An atom with Gaussian displacements of mean zero and variance `d ^ 2`. -/
def gaussianSite (d : ℝ) : Measure ℝ := gaussianReal 0 ⟨d ^ 2, sq_nonneg d⟩
```

`excess d q` is $\Delta$. Taking real parts loses nothing, because both factors turn out to be real.

```lean
/-- The real part of the Gaussian scattering factor minus that of the split site. -/
def excess (d q : ℝ) : ℝ :=
  (siteFactor (gaussianSite d) q).re - (siteFactor (splitSite d) q).re
```

## Moments and scattering factors

Averages over the split site reduce to two values.

```lean
/-- An average over the split site is the mean of the values at `d` and `-d`. -/
theorem integral_splitSite {E : Type*} [NormedAddCommGroup E] [NormedSpace ℝ E]
    [CompleteSpace E] (f : ℝ → E) (d : ℝ) :
    ∫ u, f u ∂(splitSite d) = (1 / 2 : ℝ) • (f d + f (-d)) := by
  have hi : ∀ a : ℝ, Integrable f ((2⁻¹ : ℝ≥0∞) • Measure.dirac a) := fun a =>
    (integrable_dirac (by simp)).smul_measure (by simp)
  rw [splitSite, integral_add_measure (hi d) (hi (-d)), integral_smul_measure,
    integral_smul_measure, integral_dirac, integral_dirac, ← smul_add]
  simp
```

This gives its mean and variance; Mathlib supplies those of the Gaussian.

```lean
/-- The split site and the Gaussian site both have mean displacement zero and variance
`d ^ 2`. -/
theorem same_mean_and_variance (d : ℝ) :
    (∫ u, u ∂(splitSite d) = 0 ∧ ∫ u, u ∂(gaussianSite d) = 0) ∧
    (variance id (splitSite d) = d ^ 2 ∧ variance id (gaussianSite d) = d ^ 2) := by
  refine ⟨⟨?_, integral_id_gaussianReal⟩, ?_, variance_id_gaussianReal⟩
  · simp [integral_splitSite]
  · rw [variance_eq_integral measurable_id.aemeasurable]
    simp only [id, integral_splitSite, smul_eq_mul]
    ring
```

The cosine comes from its exponential form. For the Gaussian, Mathlib's characteristic function `charFun_gaussianReal` replaces the differential equation used above.

```lean
/-- The split site scatters as `cos (q d)`, the Gaussian site as `exp (-(q d)² / 2)`. -/
theorem siteFactor_eq (d q : ℝ) :
    siteFactor (splitSite d) q = (Real.cos (q * d) : ℝ) ∧
    siteFactor (gaussianSite d) q = (Real.exp (-((q * d) ^ 2 / 2)) : ℝ) := by
  constructor
  · rw [siteFactor, integral_splitSite, Complex.ofReal_cos, Complex.cos, Complex.real_smul]
    push_cast
    have h : (q : ℂ) * (-d) * Complex.I = -(q * d) * Complex.I := by ring
    rw [h]
    ring
  · -- the Gaussian factor is the characteristic function of the normal law
    have key : ∀ v : ℝ≥0, (v : ℝ) = d ^ 2 → siteFactor (gaussianReal 0 v) q =
        (Real.exp (-((q * d) ^ 2 / 2)) : ℝ) := by
      intro v hv
      have h : charFun (gaussianReal 0 v) q = Complex.exp
          ((q : ℂ) * ((0 : ℝ) : ℂ) * Complex.I - ((v : ℝ) : ℂ) * (q : ℂ) ^ 2 / 2) :=
        charFun_gaussianReal q
      rw [charFun_apply_real] at h
      have hv' : ((v : ℝ) : ℂ) = (d : ℂ) ^ 2 := by rw [hv, Complex.ofReal_pow]
      rw [siteFactor, h, Complex.ofReal_exp]
      congr 1
      push_cast
      linear_combination (-(q : ℂ) ^ 2 / 2) * hv'
    exact key _ rfl
```

## Taylor bounds from slopes

Each integration by hand becomes an application of this lemma: a function with nonnegative slope is monotone, so it stays above its initial value zero.

```lean
/-- A quantity that starts at zero and has nonnegative slope for `x ≥ 0` is nonnegative
there. -/
theorem nonneg_of_slope {f f' : ℝ → ℝ} (hf : ∀ x, HasDerivAt f (f' x) x) (h0 : f 0 = 0)
    (h : ∀ x, 0 ≤ x → 0 ≤ f' x) : ∀ x, 0 ≤ x → 0 ≤ f x := by
  intro x hx
  have hm : MonotoneOn f (Set.Ici 0) := monotoneOn_of_deriv_nonneg (convex_Ici 0)
    (fun y _ => (hf y).continuousAt.continuousWithinAt)
    (fun y _ => (hf y).differentiableAt.differentiableWithinAt)
    (fun y hy => by rw [(hf y).deriv]; exact h y (interior_subset hy))
  have h1 := hm (Set.mem_Ici.2 le_rfl) (Set.mem_Ici.2 hx) hx
  linarith
```

Here `e2`, `e3` and `e4` are the three exponential bounds, each serving as the slope of the next.

```lean
/-- For `y ≥ 0`, the factor `exp (-y)` lies between its Taylor polynomials of degree three
and four. -/
theorem exp_neg_bounds (y : ℝ) (hy : 0 ≤ y) :
    1 - y + y ^ 2 / 2 - y ^ 3 / 6 ≤ Real.exp (-y) ∧
    Real.exp (-y) ≤ 1 - y + y ^ 2 / 2 - y ^ 3 / 6 + y ^ 4 / 24 := by
  have hE : ∀ t : ℝ, HasDerivAt (fun t => Real.exp (-t)) (-Real.exp (-t)) t := fun t =>
    (hasDerivAt_id' t).fun_neg.exp.congr_deriv (by ring)
  have p1 : ∀ t : ℝ, HasDerivAt (fun t : ℝ => 1 - t + t ^ 2 / 2) (-1 + t) t := fun t =>
    (((hasDerivAt_const t (1 : ℝ)).fun_sub (hasDerivAt_id' t)).fun_add
      ((hasDerivAt_pow 2 t).div_const 2)).congr_deriv (by push_cast; ring)
  have p2 : ∀ t : ℝ, HasDerivAt (fun t : ℝ => 1 - t + t ^ 2 / 2 - t ^ 3 / 6)
      (-1 + t - t ^ 2 / 2) t := fun t =>
    ((p1 t).fun_sub ((hasDerivAt_pow 3 t).div_const 6)).congr_deriv (by push_cast; ring)
  -- each bound is the integral of the previous one
  have e2 : ∀ t : ℝ, 0 ≤ t → 0 ≤ 1 - t + t ^ 2 / 2 - Real.exp (-t) :=
    nonneg_of_slope (f' := fun t => -1 + t + Real.exp (-t))
      (fun t => ((p1 t).fun_sub (hE t)).congr_deriv (by ring)) (by simp)
      (fun t _ => by linarith [Real.add_one_le_exp (-t)])
  have e3 : ∀ t : ℝ, 0 ≤ t → 0 ≤ Real.exp (-t) - (1 - t + t ^ 2 / 2 - t ^ 3 / 6) :=
    nonneg_of_slope (f' := fun t => 1 - t + t ^ 2 / 2 - Real.exp (-t))
      (fun t => ((hE t).fun_sub (p2 t)).congr_deriv (by ring)) (by simp) e2
  have e4 : ∀ t : ℝ, 0 ≤ t →
      0 ≤ 1 - t + t ^ 2 / 2 - t ^ 3 / 6 + t ^ 4 / 24 - Real.exp (-t) :=
    nonneg_of_slope (f' := fun t => Real.exp (-t) - (1 - t + t ^ 2 / 2 - t ^ 3 / 6))
      (fun t => (((p2 t).fun_add ((hasDerivAt_pow 4 t).div_const 24)).fun_sub
        (hE t)).congr_deriv (by push_cast; ring)) (by simp) e3
  constructor <;> linarith [e3 y hy, e4 y hy]
```

The chain `s3`, `c4`, `s5`, `c6` alternates between sine and cosine; the final case split uses evenness.

```lean
/-- For every real `x`, `cos x` lies between its Taylor polynomials of degree six and
four. -/
theorem cos_bounds (x : ℝ) :
    1 - x ^ 2 / 2 + x ^ 4 / 24 - x ^ 6 / 720 ≤ Real.cos x ∧
    Real.cos x ≤ 1 - x ^ 2 / 2 + x ^ 4 / 24 := by
  have s3 : ∀ t : ℝ, 0 ≤ t → 0 ≤ Real.sin t - t + t ^ 3 / 6 :=
    nonneg_of_slope (f' := fun t => Real.cos t - 1 + t ^ 2 / 2)
      (fun t => (((Real.hasDerivAt_sin t).fun_sub (hasDerivAt_id' t)).fun_add
        ((hasDerivAt_pow 3 t).div_const 6)).congr_deriv (by push_cast; ring)) (by simp)
      (fun t _ => by linarith [Real.one_sub_sq_div_two_le_cos (x := t)])
  have p4 : ∀ t : ℝ, HasDerivAt (fun t : ℝ => 1 - t ^ 2 / 2 + t ^ 4 / 24)
      (-t + t ^ 3 / 6) t := fun t =>
    (((hasDerivAt_const t (1 : ℝ)).fun_sub ((hasDerivAt_pow 2 t).div_const 2)).fun_add
      ((hasDerivAt_pow 4 t).div_const 24)).congr_deriv (by push_cast; ring)
  have c4 : ∀ t : ℝ, 0 ≤ t → 0 ≤ 1 - t ^ 2 / 2 + t ^ 4 / 24 - Real.cos t :=
    nonneg_of_slope (f' := fun t => Real.sin t - t + t ^ 3 / 6)
      (fun t => ((p4 t).fun_sub (Real.hasDerivAt_cos t)).congr_deriv (by ring)) (by simp) s3
  have s5 : ∀ t : ℝ, 0 ≤ t → 0 ≤ t - t ^ 3 / 6 + t ^ 5 / 120 - Real.sin t :=
    nonneg_of_slope (f' := fun t => 1 - t ^ 2 / 2 + t ^ 4 / 24 - Real.cos t)
      (fun t => ((((hasDerivAt_id' t).fun_sub ((hasDerivAt_pow 3 t).div_const 6)).fun_add
        ((hasDerivAt_pow 5 t).div_const 120)).fun_sub
        (Real.hasDerivAt_sin t)).congr_deriv (by push_cast; ring)) (by simp) c4
  have c6 : ∀ t : ℝ, 0 ≤ t →
      0 ≤ Real.cos t - (1 - t ^ 2 / 2 + t ^ 4 / 24) + t ^ 6 / 720 :=
    nonneg_of_slope (f' := fun t => t - t ^ 3 / 6 + t ^ 5 / 120 - Real.sin t)
      (fun t => (((Real.hasDerivAt_cos t).fun_sub (p4 t)).fun_add
        ((hasDerivAt_pow 6 t).div_const 720)).congr_deriv (by push_cast; ring)) (by simp) s5
  -- both sides are even in `x`
  rcases le_total 0 x with hx | hx
  · constructor <;> linarith [c4 x hx, c6 x hx]
  · have h4 := c4 (-x) (by linarith)
    have h6 := c6 (-x) (by linarith)
    rw [Real.cos_neg] at h4 h6
    constructor <;> nlinarith [h4, h6]
```

## Bounds, sign and limit

The two-sided bound holds for all real `d` and `q`. After `generalize` names the product $x$, the proof splits at $x^2=7$.

```lean
/-- For all `q` and `d`, the Gaussian factor exceeds the split-site factor by at most
`(q d)⁴ / 12` and by at least `(q d)⁴ / 12 - (q d)⁶ / 48`. -/
theorem excess_bounds (d q : ℝ) :
    (q * d) ^ 4 / 12 - (q * d) ^ 6 / 48 ≤ excess d q ∧ excess d q ≤ (q * d) ^ 4 / 12 := by
  rw [excess, (siteFactor_eq d q).1, (siteFactor_eq d q).2, Complex.ofReal_re,
    Complex.ofReal_re]
  generalize q * d = x
  obtain ⟨e3, e4⟩ := exp_neg_bounds (x ^ 2 / 2) (by positivity)
  obtain ⟨c6, c4⟩ := cos_bounds x
  refine ⟨by nlinarith [e3, c4], ?_⟩
  rcases le_total (x ^ 2) 7 with h | h
  · have h6 : 0 ≤ x ^ 6 := by positivity
    have h8 : 0 ≤ x ^ 6 * (7 - x ^ 2) := mul_nonneg h6 (by linarith)
    nlinarith [e4, c6, h6, h8]
  · -- far out, the excess is at most two
    have h1 : Real.exp (-(x ^ 2 / 2)) ≤ 1 := Real.exp_le_one_iff.2 (by linarith)
    nlinarith [Real.neg_one_le_cos x, h1, mul_self_nonneg (x ^ 2 - 7)]
```

Nonnegativity needs a window in $|qd|$, and its proof splits at $|qd|=2$.

```lean
/-- For `|q d| ≤ 3π/2`, the Gaussian factor is at least the split-site factor, and exceeds it
by at most `(q d)⁴ / 12`. -/
theorem excess_nonneg_and_le (d q : ℝ) (h : |q * d| ≤ 3 * Real.pi / 2) :
    0 ≤ excess d q ∧ excess d q ≤ (q * d) ^ 4 / 12 := by
  refine ⟨?_, (excess_bounds d q).2⟩
  rcases le_total |q * d| 2 with h2 | h2
  · have hs : (q * d) ^ 2 ≤ 4 := by
      rw [← sq_abs]
      nlinarith [abs_nonneg (q * d)]
    have h4 : 0 ≤ (q * d) ^ 4 * (4 - (q * d) ^ 2) :=
      mul_nonneg (by positivity) (by linarith)
    nlinarith [(excess_bounds d q).1, h4]
  · -- here the cosine is not positive
    have hc : Real.cos |q * d| ≤ 0 := Real.cos_nonpos_of_pi_div_two_le_of_le
      (by linarith [Real.pi_le_four]) (by linarith)
    rw [Real.cos_abs] at hc
    rw [excess, (siteFactor_eq d q).1, (siteFactor_eq d q).2, Complex.ofReal_re,
      Complex.ofReal_re]
    linarith [Real.exp_pos (-((q * d) ^ 2 / 2))]
```

The limit is taken at fixed `d` through nonzero `q`, which is the meaning of `𝓝[≠] 0`. For `d = 0` the quotient would be $0/0$, which Lean evaluates as zero, so `d ≠ 0` is assumed.

```lean
/-- For `d ≠ 0`, the excess divided by `(q d)⁴` tends to `1/12` as `q` tends to zero. -/
theorem excess_div_tendsto (d : ℝ) (hd : d ≠ 0) :
    Tendsto (fun q => excess d q / (q * d) ^ 4) (𝓝[≠] 0) (𝓝 (1 / 12)) := by
  have hc : Continuous (fun q : ℝ => 1 / 12 - (q * d) ^ 2 / 48) := by fun_prop
  have hl := (hc.tendsto' 0 (1 / 12) (by norm_num)).mono_left
    (nhdsWithin_le_nhds (s := {0}ᶜ))
  have hpos : ∀ q : ℝ, q ≠ 0 → 0 < (q * d) ^ 4 := fun q hq => by
    have : q * d ≠ 0 := mul_ne_zero hq hd
    positivity
  refine tendsto_of_tendsto_of_tendsto_of_le_of_le' hl tendsto_const_nhds ?_ ?_
  · filter_upwards [self_mem_nhdsWithin] with q hq
    rw [le_div_iff₀ (hpos q hq)]
    linarith [(excess_bounds d q).1]
  · filter_upwards [self_mem_nhdsWithin] with q hq
    rw [div_le_iff₀ (hpos q hq)]
    linarith [(excess_bounds d q).2]
```

The last theorem gives the sign reversal at nonzero multiples of $2\pi$, where the cosine is one and the Gaussian factor is below one.

```lean
/-- When `q d` is a nonzero integer multiple of `2π`, the Gaussian factor is strictly below
the split-site factor. -/
theorem excess_neg_of_revival (d q : ℝ) (n : ℤ) (hn : n ≠ 0)
    (h : q * d = n * (2 * Real.pi)) : excess d q < 0 := by
  have hx : q * d ≠ 0 := by
    rw [h]
    exact mul_ne_zero (Int.cast_ne_zero.2 hn) (by positivity)
  have hp : 0 < (q * d) ^ 2 := by positivity
  have he : Real.exp (-((q * d) ^ 2 / 2)) < 1 := Real.exp_lt_one_iff.2 (by linarith)
  have hc : Real.cos (q * d) = 1 := by rw [h, Real.cos_int_mul_two_pi]
  rw [excess, (siteFactor_eq d q).1, (siteFactor_eq d q).2, Complex.ofReal_re,
    Complex.ofReal_re, hc]
  linarith

end

end SplitSiteVersusThermal
```

```lean
#print axioms SplitSiteVersusThermal.siteFactor_eq
#print axioms SplitSiteVersusThermal.excess_nonneg_and_le
#print axioms SplitSiteVersusThermal.excess_div_tendsto
#print axioms SplitSiteVersusThermal.excess_neg_of_revival
```

```
'SplitSiteVersusThermal.siteFactor_eq' depends on axioms: [propext, Classical.choice, Quot.sound]
'SplitSiteVersusThermal.excess_nonneg_and_le' depends on axioms: [propext, Classical.choice, Quot.sound]
'SplitSiteVersusThermal.excess_div_tendsto' depends on axioms: [propext, Classical.choice, Quot.sound]
'SplitSiteVersusThermal.excess_neg_of_revival' depends on axioms: [propext, Classical.choice, Quot.sound]
```
